# For finite Hermitian matrices, a Kubo autocorrelation is real, even in time and bounded by its initial value

## Why does averaging over imaginary time remove the imaginary part?

I define the thermal correlation of an observable A with itself at time t as a complex number, an integral over imaginary time, and take no real part anywhere. The ordinary correlation tr(exp(-βH) A A(t)) is complex in general. Yet the Kubo version is what I compare with ring-polymer molecular dynamics, whose autocorrelation functions are real, even in t and never larger in modulus than at t = 0. Does the quantum function really have all three properties for every Hermitian A, or does that need a special Hamiltonian?

## Reflection in imaginary time gives the symmetries, half Boltzmann factors give the bound

With the integral left complex, reality has to be derived, and it does follow for any Hermitian matrices H and A of finite size. H need not be real or invariant under time reversal. Take ħ = 1 and β = 1/(k_B T), and for two Hermitian observables A and B let

B(t) = exp(itH) B exp(-itH)

k_AB(s,t) = tr(exp(-(β-s)H) A exp(-sH) B(t))

K_AB(t) = ∫₀^β k_AB(s,t) ds.

The complex conjugate of a trace is the trace of the adjoint. Taking the adjoint reverses the factors, and cyclicity then moves B(t) to the end:

k_AB(s,t)* = tr(B(t) exp(-sH) A exp(-(β-s)H)) = tr(exp(-sH) A exp(-(β-s)H) B(t)) = k_AB(β-s,t).

For -t, the propagators commute with the Boltzmann factors and can be moved from B to A:

k_AB(s,-t) = tr(exp(-(β-s)H) A(t) exp(-sH) B) = tr(exp(-sH) B exp(-(β-s)H) A(t)) = k_BA(β-s,t).

The substitution s → β-s leaves the integral over [0, β] unchanged. Hence K_AB(t) is real and K_AB(-t) = K_BA(t). For B = A the function is even.

For the bound, set a = exp(-(β-s)H/2), b = exp(-sH/2), U = exp(itH) and X_C = b C a for C = A or B. Since a and b are Hermitian and commute with U,

k_AB(s,t) = tr(a A b · U (b B a) U†) = tr(X_A† Y), with Y = U X_B U†.

This trace is a sum of products x* y of matrix entries, and |x* y| ≤ (|x|² + |y|²)/2. The unitary U does not change the sum of squares, so tr(Y†Y) = tr(X_B†X_B) = k_BB(s,0). Likewise tr(X_A†X_A) = k_AA(s,0). Therefore

|k_AB(s,t)| ≤ (k_AA(s,0) + k_BB(s,0))/2,

and integration over s gives

|K_AB(t)| ≤ (K_AA(0) + K_BB(0))/2.

Setting B = A yields |K_AA(t)| ≤ K_AA(0). Replacing A by cA with c real gives more:

K_AA(0) c² - 2 |K_AB(t)| c + K_BB(0) ≥ 0 for every real c.

For c ≥ 0 this is the mean bound, and for c < 0 it holds because |c| ≥ c. The discriminant cannot be positive, so |K_AB(t)|² ≤ K_AA(0) K_BB(0).

The smallest case with any motion has two levels, with energies 0 and ω > 0, and A = σₓ. For β > 0,

k_AA(s,t) = exp(-sω + iωt) + exp(-(β-s)ω - iωt)

K_AA(t) = 2 (1 - exp(-βω)) cos(ωt)/ω.

At s = 0 the integrand is the ordinary correlation, and its two phases have unequal weights. The integral gives them equal weights, which leaves a cosine. Divided by βZ, where Z = tr exp(-βH) is the partition function, the result is 2 tanh(βω/2) cos(ωt)/(βω).

In the Lean code, the finite type `n` labels the basis states, and observables are complex matrices with the hypothesis `IsHermitian`. `expH H z` is the matrix exponential exp(zH), `heisenberg` is B(t), `kernel` is the integrand k_AB(s,t) (not a null space), and `kubo` is K_AB(t).

The final theorem, `kubo_autocorrelation`, assumes β ≥ 0 and says three things for each real t: the imaginary part of K_AA(t) is zero, K_AA(-t) = K_AA(t), and the modulus of K_AA(t) is at most the real part of K_AA(0). That real part is K_AA(0) itself, by the first statement at t = 0. The results for two observables are `kubo_symm` and `kubo_cauchy_schwarz`.

`kubo` lacks the textbook factor 1/(βZ). For β > 0 and at least one state this factor is positive, so the normalised function has the same properties. The theorems do not cover a particle in continuous space, where H is unbounded and the position operator can be too.

```lean
import Mathlib

open scoped Matrix ComplexConjugate

namespace KuboCorrelation

noncomputable section

variable {n : Type*} [Fintype n] [DecidableEq n]

/-- The exponential `exp(zH)` for a complex number `z`. -/
def expH (H : Matrix n n ℂ) (z : ℂ) : Matrix n n ℂ := NormedSpace.exp (z • H)

/-- The Heisenberg operator `B(t) = exp(itH) B exp(-itH)`. -/
def heisenberg (H B : Matrix n n ℂ) (t : ℝ) : Matrix n n ℂ :=
  expH H (Complex.I * t) * B * expH H (-(Complex.I * t))

/-- The Kubo integrand `tr(exp(-(β-s)H) A exp(-sH) B(t))`. -/
def kernel (H : Matrix n n ℂ) (β : ℝ) (A B : Matrix n n ℂ) (s t : ℝ) : ℂ :=
  Matrix.trace (expH H (-((β - s : ℝ) : ℂ)) * A * expH H (-(s : ℂ)) * heisenberg H B t)

/-- The unnormalised Kubo correlation function `K_AB(t)`: the integral of the Kubo integrand
over `s` from `0` to `β`. -/
def kubo (H : Matrix n n ℂ) (β : ℝ) (A B : Matrix n n ℂ) (t : ℝ) : ℂ :=
  ∫ s in (0 : ℝ)..β, kernel H β A B s t

/-- Exponentials of multiples of the same `H` multiply by adding the exponents. -/
theorem expH_mul (H : Matrix n n ℂ) (z w : ℂ) : expH H z * expH H w = expH H (z + w) := by
  unfold expH
  rw [add_smul]
  exact (Matrix.exp_add_of_commute _ _
    (((Commute.refl H).smul_left z).smul_right w)).symm

/-- For Hermitian `H` the adjoint of `exp(zH)` is `exp(z* H)`. -/
theorem expH_conjTranspose {H : Matrix n n ℂ} (hH : H.IsHermitian) (z : ℂ) :
    (expH H z)ᴴ = expH H (conj z) := by
  unfold expH
  rw [← Matrix.exp_conjTranspose, Matrix.conjTranspose_smul, hH.eq, starRingEnd_apply]

/-- The Kubo integrand is continuous in the imaginary time `s`. -/
theorem continuous_kernel (H : Matrix n n ℂ) (β : ℝ) (A B : Matrix n n ℂ) (t : ℝ) :
    Continuous fun s => kernel H β A B s t := by
  have hg : Continuous fun s : ℝ => expH H (-(s : ℂ)) := by
    let : NormedRing (Matrix n n ℂ) := Matrix.linftyOpNormedRing
    let : NormedAlgebra ℂ (Matrix n n ℂ) := Matrix.linftyOpNormedAlgebra
    have h : Continuous fun z : ℂ => NormedSpace.exp (z • H) :=
      continuous_iff_continuousAt.2 fun z => (hasDerivAt_exp_smul_const H z).continuousAt
    exact h.comp Complex.continuous_ofReal.neg
  exact ((((hg.comp (continuous_const.sub continuous_id)).mul continuous_const).mul hg).mul
    continuous_const).matrix_trace

/-- For Hermitian `H`, `A`, `B`, complex conjugation of the Kubo integrand replaces `s` by `β - s`;
reversal of the time `t` does the same and exchanges `A` and `B`. -/
theorem kernel_symm {H A B : Matrix n n ℂ} (hH : H.IsHermitian) (hA : A.IsHermitian)
    (hB : B.IsHermitian) (β s t : ℝ) :
    conj (kernel H β A B s t) = kernel H β A B (β - s) t ∧
      kernel H β A B s (-t) = kernel H β B A (β - s) t := by
  constructor
  · simp only [kernel, heisenberg]
    rw [starRingEnd_apply, ← Matrix.trace_conjTranspose]
    simp only [Matrix.conjTranspose_mul, expH_conjTranspose hH, hA.eq, hB.eq, map_neg, map_sub,
      map_mul, Complex.conj_ofReal, Complex.conj_I, neg_mul, neg_neg, Complex.ofReal_sub,
      sub_sub_cancel]
    rw [Matrix.trace_mul_comm]
    simp only [mul_assoc]
  · have comm : ∀ z w, expH H z * expH H w = expH H w * expH H z := fun z w => by
      rw [expH_mul, expH_mul, add_comm]
    -- cyclicity of the trace, with functions of `H` commuting
    have key : ∀ P Q U V : Matrix n n ℂ, Q * V = V * Q → U * P = P * U →
        Matrix.trace (P * A * Q * (V * B * U)) = Matrix.trace (Q * B * P * (U * A * V)) := by
      intro P Q U V h1 h2
      calc Matrix.trace (P * A * Q * (V * B * U))
          = Matrix.trace ((P * A) * (Q * V * B * U)) := by simp only [mul_assoc]
        _ = Matrix.trace ((Q * V * B * U) * (P * A)) := Matrix.trace_mul_comm _ _
        _ = Matrix.trace ((Q * V) * B * (U * P) * A) := by simp only [mul_assoc]
        _ = Matrix.trace (V * (Q * B * P * U * A)) := by rw [h1, h2]; simp only [mul_assoc]
        _ = Matrix.trace ((Q * B * P * U * A) * V) := Matrix.trace_mul_comm _ _
        _ = Matrix.trace (Q * B * P * (U * A * V)) := by simp only [mul_assoc]
    simp only [kernel, heisenberg, Complex.ofReal_neg, mul_neg, neg_neg, Complex.ofReal_sub,
      sub_sub_cancel]
    exact key _ _ _ _ (comm _ _) (comm _ _)

omit [DecidableEq n] in
/-- The Hilbert–Schmidt product `tr(X† Y)` is bounded in modulus by the mean of `tr(X† X)` and
`tr(Y† Y)`. -/
theorem norm_trace_le (X Y : Matrix n n ℂ) : ‖Matrix.trace (Xᴴ * Y)‖ ≤
    ((Matrix.trace (Xᴴ * X)).re + (Matrix.trace (Yᴴ * Y)).re) / 2 := by
  have key : ∀ X Y : Matrix n n ℂ,
      Matrix.trace (Xᴴ * Y) = ∑ i, ∑ j, star (X j i) * Y j i := fun X Y => by
    simp only [Matrix.trace, Matrix.diag_apply, Matrix.mul_apply, Matrix.conjTranspose_apply]
  have self : ∀ X : Matrix n n ℂ,
      (Matrix.trace (Xᴴ * X)).re = ∑ i, ∑ j, ‖X j i‖ ^ 2 := fun X => by
    rw [key]
    simp only [Complex.re_sum, Complex.sq_norm, Complex.normSq_apply, Complex.star_def,
      Complex.mul_re, Complex.conj_re, Complex.conj_im]
    refine Finset.sum_congr rfl fun i _ => Finset.sum_congr rfl fun j _ => ?_
    ring
  rw [key, self, self, ← Finset.sum_add_distrib, Finset.sum_div]
  refine (norm_sum_le _ _).trans (Finset.sum_le_sum fun i _ => ?_)
  rw [← Finset.sum_add_distrib, Finset.sum_div]
  refine (norm_sum_le _ _).trans (Finset.sum_le_sum fun j _ => ?_)
  rw [norm_mul, norm_star]
  nlinarith [sq_nonneg (‖X j i‖ - ‖Y j i‖)]

/-- For Hermitian `H`, `A`, `B`, the Kubo integrand at time `t` is bounded in modulus by the mean
of the integrands for `A, A` and `B, B` at time zero. -/
theorem norm_kernel_le {H A B : Matrix n n ℂ} (hH : H.IsHermitian) (hA : A.IsHermitian)
    (hB : B.IsHermitian) (β s t : ℝ) : ‖kernel H β A B s t‖ ≤
      ((kernel H β A A s 0).re + (kernel H β B B s 0).re) / 2 := by
  -- each Boltzmann factor has a Hermitian square root that commutes with the propagator
  have root : ∀ x : ℝ, ∃ a : Matrix n n ℂ, aᴴ = a ∧ a * a = expH H (-(x : ℂ)) ∧
      ∀ z, a * expH H z = expH H z * a := by
    intro x
    refine ⟨expH H (-((x / 2 : ℝ) : ℂ)), ?_, ?_, fun z => ?_⟩
    · rw [expH_conjTranspose hH]
      simp only [map_neg, Complex.conj_ofReal]
    · rw [expH_mul]
      congr 1
      push_cast
      ring
    · rw [expH_mul, expH_mul, add_comm]
  obtain ⟨a, ha, haa, hac⟩ := root (β - s)
  obtain ⟨b, hb, hbb, hbc⟩ := root s
  have hX : ∀ C : Matrix n n ℂ, C.IsHermitian → (b * C * a)ᴴ = a * C * b := fun C hC => by
    simp only [Matrix.conjTranspose_mul, ha, hb, hC.eq, mul_assoc]
  have hfac : ∀ (C D : Matrix n n ℂ) (t : ℝ), kernel H β C D s t = Matrix.trace (a * C * b *
      (expH H (Complex.I * t) * (b * D * a) * expH H (-(Complex.I * t)))) := by
    intro C D t
    unfold kernel heisenberg
    rw [← haa, ← hbb]
    have h1 := hbc (Complex.I * t)
    have h2 := hac (-(Complex.I * t))
    generalize expH H (Complex.I * t) = U at h1 ⊢
    generalize expH H (-(Complex.I * t)) = V at h2 ⊢
    calc Matrix.trace (a * a * C * (b * b) * (U * D * V))
        = Matrix.trace (a * (a * C * b * b * U * D * V)) := by simp only [mul_assoc]
      _ = Matrix.trace ((a * C * b * b * U * D * V) * a) := Matrix.trace_mul_comm _ _
      _ = Matrix.trace (a * C * b * (b * U) * D * (V * a)) := by simp only [mul_assoc]
      _ = Matrix.trace (a * C * b * (U * (b * D * a) * V)) := by
        rw [h1, ← h2]; simp only [mul_assoc]
  have hself : ∀ C : Matrix n n ℂ, C.IsHermitian →
      Matrix.trace ((b * C * a)ᴴ * (b * C * a)) = kernel H β C C s 0 := fun C hC => by
    rw [hfac, hX C hC]
    simp [expH]
  -- unitary evolution preserves the Hilbert–Schmidt norm
  have hY : ∀ X : Matrix n n ℂ, Matrix.trace
      ((expH H (Complex.I * t) * X * expH H (-(Complex.I * t)))ᴴ *
        (expH H (Complex.I * t) * X * expH H (-(Complex.I * t)))) = Matrix.trace (Xᴴ * X) := by
    intro X
    have hU : (expH H (Complex.I * t))ᴴ = expH H (-(Complex.I * t)) := by
      rw [expH_conjTranspose hH]
      simp only [map_mul, Complex.conj_ofReal, Complex.conj_I, neg_mul]
    have hV : (expH H (-(Complex.I * t)))ᴴ = expH H (Complex.I * t) := by
      rw [← hU, Matrix.conjTranspose_conjTranspose]
    have hVU : expH H (-(Complex.I * t)) * expH H (Complex.I * t) = 1 := by
      rw [expH_mul, neg_add_cancel]
      simp [expH]
    generalize expH H (Complex.I * t) = U at hU hV hVU ⊢
    generalize expH H (-(Complex.I * t)) = V at hU hV hVU ⊢
    calc Matrix.trace ((U * X * V)ᴴ * (U * X * V))
        = Matrix.trace (U * (Xᴴ * (V * U) * X * V)) := by
          simp only [Matrix.conjTranspose_mul, hU, hV, mul_assoc]
      _ = Matrix.trace ((Xᴴ * (V * U) * X * V) * U) := Matrix.trace_mul_comm _ _
      _ = Matrix.trace (Xᴴ * X) := by
          rw [mul_assoc _ V U, hVU, mul_one, mul_one]
  have h := norm_trace_le (b * A * a)
    (expH H (Complex.I * t) * (b * B * a) * expH H (-(Complex.I * t)))
  rw [hY, hself A hA, hself B hB, hX A hA, ← hfac] at h
  exact h

/-- For Hermitian `H`, `A`, `B` the Kubo correlation function is real, and reversing the time
exchanges the two observables: `K_AB(-t) = K_BA(t)`. -/
theorem kubo_symm {H A B : Matrix n n ℂ} (hH : H.IsHermitian) (hA : A.IsHermitian)
    (hB : B.IsHermitian) (β t : ℝ) :
    (kubo H β A B t).im = 0 ∧ kubo H β A B (-t) = kubo H β B A t := by
  have hrefl : ∀ C D : Matrix n n ℂ,
      ∫ s in (0 : ℝ)..β, kernel H β C D (β - s) t = kubo H β C D t := fun C D => by
    unfold kubo
    rw [intervalIntegral.integral_comp_sub_left (fun s => kernel H β C D s t) β, sub_self,
      sub_zero]
  constructor
  · rw [← Complex.conj_eq_iff_im]
    calc conj (kubo H β A B t) = ∫ s in (0 : ℝ)..β, conj (kernel H β A B s t) := by
          simp only [kubo, intervalIntegral, map_sub, integral_conj]
      _ = ∫ s in (0 : ℝ)..β, kernel H β A B (β - s) t :=
          intervalIntegral.integral_congr fun s _ => (kernel_symm hH hA hB β s t).1
      _ = kubo H β A B t := hrefl A B
  · rw [← hrefl B A]
    exact intervalIntegral.integral_congr fun s _ => (kernel_symm hH hA hB β s t).2

/-- For Hermitian `H`, `A`, `B` and `β ≥ 0`, the modulus of `K_AB(t)` is at most the mean of
`K_AA(0)` and `K_BB(0)`. -/
theorem norm_kubo_le_mean {H A B : Matrix n n ℂ} (hH : H.IsHermitian) (hA : A.IsHermitian)
    (hB : B.IsHermitian) {β : ℝ} (hβ : 0 ≤ β) (t : ℝ) :
    ‖kubo H β A B t‖ ≤ ((kubo H β A A 0).re + (kubo H β B B 0).re) / 2 := by
  have hre : ∀ C : Matrix n n ℂ,
      ∫ s in (0 : ℝ)..β, (kernel H β C C s 0).re = (kubo H β C C 0).re := fun C =>
    Complex.reCLM.intervalIntegral_comp_comm
      ((continuous_kernel H β C C 0).intervalIntegrable 0 β)
  have hc : ∀ C : Matrix n n ℂ, Continuous fun s => (kernel H β C C s 0).re := fun C =>
    Complex.continuous_re.comp (continuous_kernel H β C C 0)
  calc ‖kubo H β A B t‖ ≤ ∫ s in (0 : ℝ)..β, ‖kernel H β A B s t‖ :=
        intervalIntegral.norm_integral_le_integral_norm hβ
    _ ≤ ∫ s in (0 : ℝ)..β, ((kernel H β A A s 0).re + (kernel H β B B s 0).re) / 2 :=
        intervalIntegral.integral_mono_on hβ
          ((continuous_kernel H β A B t).norm.intervalIntegrable 0 β)
          ((((hc A).add (hc B)).div_const 2).intervalIntegrable 0 β)
          fun s _ => norm_kernel_le hH hA hB β s t
    _ = ((kubo H β A A 0).re + (kubo H β B B 0).re) / 2 := by
        rw [intervalIntegral.integral_div, intervalIntegral.integral_add
          ((hc A).intervalIntegrable 0 β) ((hc B).intervalIntegrable 0 β), hre, hre]

/-- Cauchy–Schwarz inequality for Kubo correlations: for Hermitian `H`, `A`, `B` and `β ≥ 0`,
`|K_AB(t)|² ≤ K_AA(0) K_BB(0)` at every time. -/
theorem kubo_cauchy_schwarz {H A B : Matrix n n ℂ} (hH : H.IsHermitian) (hA : A.IsHermitian)
    (hB : B.IsHermitian) {β : ℝ} (hβ : 0 ≤ β) (t : ℝ) :
    ‖kubo H β A B t‖ ^ 2 ≤ (kubo H β A A 0).re * (kubo H β B B 0).re := by
  have hsc : ∀ (C D : Matrix n n ℂ) (c d : ℂ) (t : ℝ),
      kubo H β (c • C) (d • D) t = c * d * kubo H β C D t := by
    intro C D c d t
    unfold kubo
    rw [← intervalIntegral.integral_const_mul]
    refine intervalIntegral.integral_congr fun s _ => ?_
    simp only [kernel, heisenberg, Matrix.mul_smul, Matrix.smul_mul, Matrix.trace_smul,
      smul_eq_mul]
    ring
  -- rescaling `A` by a real `c` turns the mean bound into a non-negative quadratic in `c`
  have hq : ∀ c : ℝ, 0 ≤ (kubo H β A A 0).re * (c * c) + (-2 * ‖kubo H β A B t‖) * c
      + (kubo H β B B 0).re := by
    intro c
    have hcA : ((c : ℂ) • A).IsHermitian := by
      change ((c : ℂ) • A)ᴴ = (c : ℂ) • A
      rw [Matrix.conjTranspose_smul, hA.eq, Complex.star_def, Complex.conj_ofReal]
    have h := norm_kubo_le_mean hH hcA hB hβ t
    have e1 := hsc A B c 1 t
    rw [one_smul, mul_one] at e1
    rw [e1, hsc A A c c 0, norm_mul, Complex.norm_real, Real.norm_eq_abs,
      ← Complex.ofReal_mul, Complex.re_ofReal_mul] at h
    nlinarith [mul_le_mul_of_nonneg_right (le_abs_self c) (norm_nonneg (kubo H β A B t))]
  have hd := discrim_le_zero hq
  unfold discrim at hd
  nlinarith

/-- For Hermitian `H` and `A` and `β ≥ 0`, the Kubo autocorrelation function of `A` is real,
even in time, and bounded in modulus by its value at time zero. -/
theorem kubo_autocorrelation {H A : Matrix n n ℂ} (hH : H.IsHermitian) (hA : A.IsHermitian)
    {β : ℝ} (hβ : 0 ≤ β) (t : ℝ) :
    (kubo H β A A t).im = 0 ∧ kubo H β A A (-t) = kubo H β A A t ∧
      ‖kubo H β A A t‖ ≤ (kubo H β A A 0).re := by
  refine ⟨(kubo_symm hH hA hA β t).1, (kubo_symm hH hA hA β t).2, ?_⟩
  linarith [norm_kubo_le_mean hH hA hA hβ t]

end

end KuboCorrelation
```

```lean
#print axioms KuboCorrelation.kubo_cauchy_schwarz
-- 'KuboCorrelation.kubo_cauchy_schwarz' depends on axioms: [propext, Classical.choice, Quot.sound]
#print axioms KuboCorrelation.kubo_autocorrelation
-- 'KuboCorrelation.kubo_autocorrelation' depends on axioms: [propext, Classical.choice, Quot.sound]
```

`expH_mul` and `expH_conjTranspose` supply the rules for products and adjoints of exponentials. `kernel_symm` proves the two reflections of the integrand; its local statement `key` is the cyclic rearrangement for -t, with the commuting factors as hypotheses. `kubo_symm` integrates both, using `integral_comp_sub_left` for s → β-s.

`norm_trace_le` is the entrywise inequality, which `nlinarith` obtains from the square of |x| - |y|. In `norm_kernel_le`, `root` provides the half factors a and b, `hfac` rewrites the integrand as tr(X_A† Y), `hY` removes the unitary rotation, and `hself` identifies tr(X_C†X_C) with the integrand at time zero.

`continuous_kernel` makes the integrands integrable, so `norm_kubo_le_mean` can integrate the inequality and take real parts through the integral. In `kubo_cauchy_schwarz`, `hsc` does the rescaling, `hq` is the quadratic in c, and `discrim_le_zero` gives the sign of its discriminant. The final theorem combines `kubo_symm` with the mean bound at B = A.

For finite matrix models with Hermitian H and A, these properties give consistency checks on a computed Kubo autocorrelation: an imaginary part, an odd part in t or a modulus above K_AA(0) points to a numerical or coding error.
